# In a quadratic energy model, a stationary point with two orthogonal descent modes is not the lowest pass between lower-lying geometries

Q: Before I believe anything about saddles, what are the objects and conventions?

A: A geometry is a real vector whose components are labelled by a finite type `n`, for instance the $3N$ Cartesian coordinates of $N$ atoms.

In Lean 4 with Mathlib:

```lean
import Mathlib

open Matrix

namespace HigherIndexSaddle

noncomputable section

variable {n : Type*} [Fintype n]
```

The Hessian $H$ is a real matrix, and I write $B(x,y)=x^{T}Hy$, which is `hessForm H x y`.

```lean
/-- The bilinear form `xᵀ H y` of a real square matrix `H`. -/
def hessForm (H : Matrix n n ℝ) (x y : n → ℝ) : ℝ := x ⬝ᵥ H *ᵥ y
```

Q: How is $B(x,x)$ related to the curvature along $x$?

A: For nonzero $x$, the curvature along $x$ is $B(x,x)/x^{T}x$, the value of the form on the unit vector in that direction. It has the same sign as $B(x,x)$, and the argument uses only signs.

Q: And what counts as a higher-index saddle?

A: $H$ is symmetric and has nonzero orthogonal eigenvectors $u,v$ with eigenvalues $a,b<0$. Orthogonality prevents $u$ and $2u$ from being counted as two modes.

```lean
/-- The Hessian is symmetric and has two orthogonal eigenvectors with negative eigenvalues. -/
def HasTwoDescentModes (H : Matrix n n ℝ) : Prop :=
  H.IsSymm ∧ ∃ (u v : n → ℝ) (a b : ℝ), u ≠ 0 ∧ v ≠ 0 ∧ u ⬝ᵥ v = 0 ∧
    H *ᵥ u = a • u ∧ H *ᵥ v = b • v ∧ a < 0 ∧ b < 0
```

The other eigenvalues are unrestricted. Zero modes are allowed, and so is a maximum in two or more dimensions with every eigenvalue negative.

Q: Where does the energy enter?

A: Through the harmonic expansion about a stationary point $x_0$ of energy $E_0$:
$$E(x)=E_0+\tfrac12 B(x-x_0,x-x_0).$$

```lean
/-- The quadratic model of the energy around a stationary point `x₀` of energy `E₀`. -/
def quadraticModel (E₀ : ℝ) (x₀ : n → ℝ) (H : Matrix n n ℝ) (x : n → ℝ) : ℝ :=
  E₀ + 1 / 2 * hessForm H (x - x₀) (x - x₀)
```

A geometry therefore lies below $E_0$ exactly when its displacement from $x_0$ has $B<0$. Until the energy returns, $x$ and $y$ will denote displacements.

Q: How do you connect two such displacements?

A: Start with the expansion, where symmetry merges the two cross terms:
$$B(sx+ty,sx+ty)=s^2B(x,x)+2st\,B(x,y)+t^2B(y,y).$$

```lean
/-- The expansion of `zᵀ H z` at the combination `z = s x + t y`, for a symmetric `H`. -/
theorem hessForm_combination {H : Matrix n n ℝ} (hH : H.IsSymm) (x y : n → ℝ) (s t : ℝ) :
    hessForm H (s • x + t • y) (s • x + t • y) =
      s ^ 2 * hessForm H x x + 2 * s * t * hessForm H x y + t ^ 2 * hessForm H y y := by
  have sym : y ⬝ᵥ H *ᵥ x = x ⬝ᵥ H *ᵥ y := by
    rw [Matrix.dotProduct_mulVec, ← Matrix.mulVec_transpose, hH.eq, dotProduct_comm]
  simp only [hessForm, Matrix.mulVec_add, Matrix.mulVec_smul, dotProduct_add, add_dotProduct,
    smul_dotProduct, dotProduct_smul, smul_eq_mul]
  linear_combination s * t * sym
```

In the proof, `sym` is $B(y,x)=B(x,y)$, and `linear_combination` uses it to merge the terms.

Now put $s=1-t$ with $0\le t\le1$. If $B(x,x)<0$, $B(y,y)<0$ and $B(x,y)\le0$, no term is positive. At $t=0$ the sum is $B(x,x)<0$, and for $t>0$ the last term is strictly negative. The whole straight segment stays in the negative region.

```lean
/-- For a symmetric `H`, two displacements `x`, `y` with `xᵀ H x < 0`, `yᵀ H y < 0` and `xᵀ H y ≤ 0`
are joined by a path whose points `z` all satisfy `zᵀ H z < 0`. -/
theorem joined_of_hessForm_nonpos {H : Matrix n n ℝ} (hH : H.IsSymm) {x y : n → ℝ}
    (hx : hessForm H x x < 0) (hy : hessForm H y y < 0) (hxy : hessForm H x y ≤ 0) :
    JoinedIn {z | hessForm H z z < 0} x y := by
  -- the path is the straight segment
  refine JoinedIn.ofLine (f := fun t : ℝ => (1 - t) • x + t • y)
    (Continuous.continuousOn (by fun_prop)) (by simp) (by simp) ?_
  rintro _ ⟨t, ⟨h0, h1⟩, rfl⟩
  change hessForm H ((1 - t) • x + t • y) ((1 - t) • x + t • y) < 0
  rw [hessForm_combination hH]
  rcases h0.eq_or_lt with h | h
  · subst h
    simpa using hx
  · have e1 : (1 - t) ^ 2 * hessForm H x x ≤ 0 :=
      mul_nonpos_of_nonneg_of_nonpos (sq_nonneg _) hx.le
    have e2 : 2 * (1 - t) * t * hessForm H x y ≤ 0 :=
      mul_nonpos_of_nonneg_of_nonpos
        (mul_nonneg (mul_nonneg (by norm_num) (sub_nonneg.mpr h1)) h.le) hxy
    have e3 : t ^ 2 * hessForm H y y < 0 := mul_neg_of_pos_of_neg (pow_pos h 2) hy
    linarith
```

`JoinedIn` says that a continuous path inside the given set joins the two points. The proof splits at $t=0$ as I did, and `e1`, `e2`, `e3` are the signs of the three terms.

Q: That needs $B(x,y)\le0$, which I can't assume.

A: So we go through an intermediate displacement $w$ with $B(w,w)<0$ and $B(x,w)=0$. The two modes satisfy
$$B(u,u)=a\,u^{T}u<0,\qquad B(v,v)=b\,v^{T}v<0,\qquad B(u,v)=b\,u^{T}v=0.$$
For unit vectors the first two values are just $a$ and $b$. If $B(x,u)=0$, take $w=u$. Otherwise take
$$w=B(x,v)\,u-B(x,u)\,v.$$
Then $B(x,w)=B(x,v)B(x,u)-B(x,u)B(x,v)=0$, and
$$B(w,w)=B(x,v)^2B(u,u)+B(x,u)^2B(v,v)<0,$$
because $B(x,u)\neq0$.

```lean
/-- With two descent modes, every displacement `x` has a direction `w` of negative curvature
that is conjugate to it, `xᵀ H w = 0`. -/
theorem exists_conjugate_descent {H : Matrix n n ℝ} (h : HasTwoDescentModes H) (x : n → ℝ) :
    ∃ w, hessForm H w w < 0 ∧ hessForm H x w = 0 := by
  obtain ⟨hH, u, v, a, b, hu, hv, huv, hHu, hHv, ha, hb⟩ := h
  have pos : ∀ z : n → ℝ, z ≠ 0 → 0 < z ⬝ᵥ z := fun z hz =>
    lt_of_le_of_ne (Finset.sum_nonneg fun i _ => mul_self_nonneg (z i))
      (Ne.symm (mt dotProduct_self_eq_zero.mp hz))
  have quu : hessForm H u u < 0 := by
    rw [hessForm, hHu, dotProduct_smul, smul_eq_mul]
    exact mul_neg_of_neg_of_pos ha (pos u hu)
  have qvv : hessForm H v v < 0 := by
    rw [hessForm, hHv, dotProduct_smul, smul_eq_mul]
    exact mul_neg_of_neg_of_pos hb (pos v hv)
  have quv : hessForm H u v = 0 := by
    rw [hessForm, hHv, dotProduct_smul, huv, smul_zero]
  by_cases hxu : hessForm H x u = 0
  · exact ⟨u, quu, hxu⟩
  · -- one linear condition always has a nonzero solution in the plane of the two modes
    refine ⟨hessForm H x v • u + (-hessForm H x u) • v, ?_, ?_⟩
    · rw [hessForm_combination hH, quv]
      have e1 : hessForm H x v ^ 2 * hessForm H u u ≤ 0 :=
        mul_nonpos_of_nonneg_of_nonpos (sq_nonneg _) quu.le
      have e2 : (-hessForm H x u) ^ 2 * hessForm H v v < 0 :=
        mul_neg_of_pos_of_neg (pow_pos_of_sq hxu) qvv
      linarith
    · simp only [hessForm, Matrix.mulVec_add, Matrix.mulVec_smul, dotProduct_add,
        dotProduct_smul, smul_eq_mul]
      ring
where
  pow_pos_of_sq {r : ℝ} (hr : ¬ r = 0) : 0 < (-r) ^ 2 := by
    have : 0 < r ^ 2 := by positivity
    linarith [neg_sq r]
```

The facts `quu`, `qvv` and `quv` are the three values above, and `by_cases` separates the two choices of $w$.

Q: You have controlled $B(x,w)$, but not $B(w,y)$.

A: If $B(w,y)>0$, replace $w$ by $-w$. This reverses the sign of $B(w,y)$ and leaves $B(w,w)<0$ and $B(x,w)=0$ intact. Both segments of $x\to w\to y$ then satisfy the segment lemma.

```lean
/-- If the Hessian has two orthogonal descent modes, any two displacements of negative curvature
are joined by a continuous path along which the curvature form stays negative. -/
theorem negative_region_connected {H : Matrix n n ℝ} (h : HasTwoDescentModes H) {x y : n → ℝ}
    (hx : hessForm H x x < 0) (hy : hessForm H y y < 0) :
    ∃ γ : Path x y, ∀ t, hessForm H (γ t) (γ t) < 0 := by
  obtain ⟨w, hw, hxw⟩ := exists_conjugate_descent h x
  -- go from x to w or to -w, whichever sees y under a nonpositive form
  rcases le_total (hessForm H w y) 0 with hwy | hwy
  · exact (joined_of_hessForm_nonpos h.1 hx hw hxw.le).trans
      (joined_of_hessForm_nonpos h.1 hw hy hwy)
  · have h1 : hessForm H (-w) (-w) < 0 := by
      simpa only [hessForm, Matrix.mulVec_neg, dotProduct_neg, neg_dotProduct, neg_neg] using hw
    have h2 : hessForm H x (-w) ≤ 0 := by
      have e : hessForm H x (-w) = -hessForm H x w := by
        simp only [hessForm, Matrix.mulVec_neg, dotProduct_neg]
      rw [e, hxw, neg_zero]
    have h3 : hessForm H (-w) y ≤ 0 := by
      have e : hessForm H (-w) y = -hessForm H w y := by
        simp only [hessForm, neg_dotProduct]
      linarith
    exact (joined_of_hessForm_nonpos h.1 hx h1 h2).trans
      (joined_of_hessForm_nonpos h.1 h1 hy h3)
```

`le_total` decides the sign, and `.trans` glues the segments together.

Q: Why not simply interpolate between $x$ and $y$?

A: That is where the derivation can go wrong. Take $H=\mathrm{diag}(-1,-2,3)$, $x=(2,0,1)$ and $y=(-2,0,1)$. Both have $B=-1$, yet their midpoint $(0,0,1)$ has $B=+3$. With $u,v$ the first two unit vectors, the recipe gives $w=(0,2,0)$, and the detour uses the second descent mode to go around the barrier.

Q: A path below $E_0$ might still come arbitrarily close to $E_0$. Would that rule out a lowest pass?

A: It can't come arbitrarily close, because the path is compact. Let $x,y$ now be geometries below $E_0$. Join $x-x_0$ to $y-x_0$ by a path $\gamma$ with $B<0$, and shift it by $x_0$. The continuous function $B(\gamma(t),\gamma(t))$ attains its maximum at some $m$, so the energy never exceeds
$$E_0+\tfrac12B(\gamma(m),\gamma(m))<E_0.$$

```lean
/-- In the quadratic model of a stationary point with two descent modes, any two geometries below
the energy `E₀` of that point are joined by a path whose highest energy is strictly below `E₀`. -/
theorem not_lowest_pass {H : Matrix n n ℝ} (h : HasTwoDescentModes H) (E₀ : ℝ)
    (x₀ : n → ℝ) {x y : n → ℝ} (hx : quadraticModel E₀ x₀ H x < E₀)
    (hy : quadraticModel E₀ x₀ H y < E₀) :
    ∃ γ : Path x y, ∃ b < E₀, ∀ t, quadraticModel E₀ x₀ H (γ t) ≤ b := by
  unfold quadraticModel at hx hy
  obtain ⟨γ, hγ⟩ := negative_region_connected h
    (x := x - x₀) (y := y - x₀) (by linarith) (by linarith)
  have hq : Continuous fun z : n → ℝ => hessForm H z z := by
    simp only [hessForm, dotProduct, Matrix.mulVec]
    fun_prop
  have hc : Continuous fun t => hessForm H (γ t) (γ t) := hq.comp γ.continuous
  -- the energy attains its maximum on the compact path
  obtain ⟨m, -, hm⟩ := isCompact_univ.exists_isMaxOn Set.univ_nonempty hc.continuousOn
  refine ⟨{ toFun := fun t => γ t + x₀
            continuous_toFun := γ.continuous.add continuous_const
            source' := by simp
            target' := by simp }, E₀ + 1 / 2 * hessForm H (γ m) (γ m), ?_, fun t => ?_⟩
  · linarith [hγ m]
  · change quadraticModel E₀ x₀ H (γ t + x₀) ≤ _
    have ht : hessForm H (γ t) (γ t) ≤ hessForm H (γ m) (γ m) := hm (Set.mem_univ t)
    rw [quadraticModel, add_sub_cancel_right]
    linarith
```

In this statement `b` is that energy bound, not an eigenvalue. `Path x y` is any continuous path with the given endpoints; it need not be a steepest-descent path.

Q: Perhaps every stationary point can be bypassed this way, and the second mode is irrelevant.

A: No. Suppose $B(z,z)\ge0$ for every $z$ orthogonal to one direction $u$. This holds at an index-one saddle if $u$ is its descent mode. A path between geometries on opposite sides of the hyperplane through $x_0$ orthogonal to $u$ has $u^{T}(\gamma(t)-x_0)$ changing sign. By the intermediate value theorem it vanishes at some $t$, and there $E\ge E_0$.

```lean
/-- If the curvature is nonnegative on the hyperplane orthogonal to `u`, every path between
geometries on opposite sides of that hyperplane through `x₀` reaches at least the energy `E₀`. -/
theorem barrier_of_single_descent {H : Matrix n n ℝ} {u : n → ℝ}
    (hu : ∀ z, u ⬝ᵥ z = 0 → 0 ≤ hessForm H z z) (E₀ : ℝ) (x₀ : n → ℝ) {x y : n → ℝ}
    (hx : u ⬝ᵥ (x - x₀) < 0) (hy : 0 < u ⬝ᵥ (y - x₀)) (γ : Path x y) :
    ∃ t, E₀ ≤ quadraticModel E₀ x₀ H (γ t) := by
  have hl : Continuous fun z : n → ℝ => u ⬝ᵥ (z - x₀) := by
    simp only [dotProduct, Pi.sub_apply]
    fun_prop
  have hc : Continuous fun t => u ⬝ᵥ (γ t - x₀) := hl.comp γ.continuous
  -- the path must cross the dividing hyperplane
  have h0 : u ⬝ᵥ (γ 0 - x₀) ≤ 0 := by
    rw [γ.source]
    exact hx.le
  have h1 : 0 ≤ u ⬝ᵥ (γ 1 - x₀) := by
    rw [γ.target]
    exact hy.le
  have hr : (0 : ℝ) ∈ Set.range fun t => u ⬝ᵥ (γ t - x₀) :=
    mem_range_of_exists_le_of_exists_ge hc ⟨0, h0⟩ ⟨1, h1⟩
  obtain ⟨t, ht⟩ := hr
  refine ⟨t, ?_⟩
  have := hu _ ht
  unfold quadraticModel
  linarith
```

The theorem takes the curvature condition as a hypothesis and does not require $u$ to be an eigenvector. `hr` is the crossing, and `hu` supplies the curvature there.

Q: Does any concrete Hessian satisfy your two-mode definition?

A: The one from my example does, with the first two unit vectors as modes and eigenvalues $-1$ and $-2$.

```lean
/-- The Hessian `diag(-1, -2, 3)` has two orthogonal descent modes. -/
theorem hasTwoDescentModes_witness :
    HasTwoDescentModes (Matrix.diagonal ![(-1 : ℝ), -2, 3]) := by
  refine ⟨Matrix.isSymm_diagonal _, ![1, 0, 0], ![0, 1, 0], -1, -2, ?_, ?_, ?_, ?_, ?_,
    by norm_num, by norm_num⟩
  · intro h
    have := congrFun h 0
    simp at this
  · intro h
    have := congrFun h 1
    simp at this
  · simp [dotProduct, Fin.sum_univ_succ]
  · ext i
    fin_cases i <;> simp [Matrix.mulVec_diagonal]
  · ext i
    fin_cases i <;> simp [Matrix.mulVec_diagonal]

end

end HigherIndexSaddle
```

```lean
#print axioms HigherIndexSaddle.not_lowest_pass
#print axioms HigherIndexSaddle.barrier_of_single_descent
```

```
'HigherIndexSaddle.not_lowest_pass' depends on axioms: [propext, Classical.choice, Quot.sound]
'HigherIndexSaddle.barrier_of_single_descent' depends on axioms: [propext, Classical.choice, Quot.sound]
```

Q: So is this the Murrell–Laidler theorem?

A: It is its harmonic core. Murrell and Laidler's statement concerns transition states on a potential energy surface, whereas these theorems concern one quadratic expansion; anharmonic terms would need a separate estimate.

Q: Where would I meet this in a calculation?

A: In the frequency analysis after a saddle search. Two clearly imaginary frequencies mean two negative Hessian eigenvalues, so within the harmonic model the structure is not the lowest pass. A common next step is to displace the geometry along the unwanted mode and restart the search. Very small imaginary frequencies should first be checked against numerical noise.
